# The run length per random twist that minimises cost times variance, for independent samples

Take a quantum Monte Carlo run for a solid that visits random boundary twists, and compare one sample per twist with two. Let the energy vary between twists with variance 1, let the noise of a single sample also have variance 1, and let equilibration at each new twist cost as much as \(c\) samples. One sample gives variance 2 per twist at cost \(c+1\); two samples give variance \(3/2\) at cost \(c+2\). At fixed total cost the number of twists is inversely proportional to the cost per twist, so the numbers to compare are \(2(c+1)\) and \(\tfrac32(c+2)\). The second sample pays exactly when \(c>2\): longer runs waste less on equilibration, but visit fewer twists.

In general there are \(T\) twists (\(T\) is not a temperature) and \(n\) samples at each. Twist \(t\) has energy \(E_t\), and its sample \(i\) carries noise \(\xi_{t,i}\). The letters \(v\) and \(s\) denote variances, not standard deviations: \(v\) between twists, \(s\) for one noise term. The estimate is

\[
\hat E=\frac1T\sum_t\Big(E_t+\frac1n\sum_i \xi_{t,i}\Big).
\]

In Lean, `μ` is the probability measure on the space `Ω` of outcomes, and `Sum.elim E ξ` joins energies and noises into one family. `IsTwistSampling` requires this family to be square-integrable and pairwise independent, with the two stated variances. It fixes no means, so the results concern statistical spread and not bias.

These hypotheses simplify a real calculation: successive Monte Carlo configurations are usually correlated, and the noise variance can differ from twist to twist. Within this model, the results below give the number of samples per twist that minimises total cost times variance.

```lean
import Mathlib

open MeasureTheory ProbabilityTheory
open scoped NNReal

namespace TwistAveragingCost

noncomputable section

variable {Ω : Type*} [MeasurableSpace Ω] {T n : ℕ}

/-- Random twist energies `E t` and sampling noises `ξ (t, i)`, all square-integrable and
pairwise independent, with between-twist variance `v` and single-sample noise variance `s`. -/
structure IsTwistSampling (μ : Measure Ω) (E : Fin T → Ω → ℝ)
    (ξ : Fin T × Fin n → Ω → ℝ) (v s : ℝ) : Prop where
  memLp : ∀ k, MemLp (Sum.elim E ξ k) 2 μ
  indep : Pairwise fun i j => IndepFun (Sum.elim E ξ i) (Sum.elim E ξ j) μ
  var_twist : ∀ t, variance (E t) μ = v
  var_noise : ∀ p, variance (ξ p) μ = s

/-- The twist-averaged energy estimate: the mean over `T ≥ 1` twists of the mean over
`n ≥ 1` noisy samples at each twist. -/
def twistEstimator (E : Fin T → Ω → ℝ) (ξ : Fin T × Fin n → Ω → ℝ) (ω : Ω) : ℝ :=
  (∑ t, (E t ω + (∑ i, ξ (t, i) ω) / n)) / T
```

Two functions of the constants are used from part (c) on. Both take real arguments.

```lean
/-- The scaled variance `(v + s/n)(c + n)` for `n ≠ 0` samples per twist and equilibration
cost `c`, in units of the cost of one sample. -/
def scaledVariance (v s c n : ℝ) : ℝ := (v + s / n) * (c + n)

/-- The run length `√(s c / v)` per twist, for `v > 0` and `s, c ≥ 0`. -/
def optimalLength (v s c : ℝ) : ℝ := √(s * c / v)
```

## (a) Gaussian energies and noises

**Task.** Show that the assumptions can be met for any \(v,s\ge0\), by independent Gaussian variables with

\[
\operatorname{Var}E_t=v,\qquad \operatorname{Var}\xi_{t,i}=s .
\]

**Solution.** Take one coordinate for each energy and each noise, and give the coordinates the product of centred Gaussian measures with these variances. Each coordinate has its factor as distribution, hence is square-integrable with the required variance. Coordinates of a product measure are independent.

In the proof, `hvar` carries the variance from the factor to the coordinate, and `iIndepFun_pi` supplies independence.

```lean
/-- Mutually independent centred Gaussian variables, with variance `v` for the twist energies and
`s` for the noises, form a twist sampling. -/
theorem isTwistSampling_witness (T n : ℕ) (v s : ℝ≥0) :
    IsTwistSampling
      (Measure.pi fun k : Fin T ⊕ Fin T × Fin n =>
        gaussianReal 0 (Sum.elim (fun _ => v) (fun _ => s) k))
      (fun t ω => ω (Sum.inl t)) (fun p ω => ω (Sum.inr p)) v s := by
  let g : Fin T ⊕ Fin T × Fin n → Measure ℝ := fun k =>
    gaussianReal 0 (Sum.elim (fun _ => v) (fun _ => s) k)
  have hg : ∀ k, IsProbabilityMeasure (g k) := fun k => by
    dsimp only [g]; infer_instance
  have hZ : ∀ k : Fin T ⊕ Fin T × Fin n,
      Sum.elim (fun t (ω : Fin T ⊕ Fin T × Fin n → ℝ) => ω (Sum.inl t))
        (fun p ω => ω (Sum.inr p)) k = fun ω => ω k := by
    rintro (t | p) <;> rfl
  -- each coordinate has the variance of its Gaussian factor
  have hvar : ∀ k, variance (fun ω : Fin T ⊕ Fin T × Fin n → ℝ => ω k) (Measure.pi g)
      = variance id (g k) := fun k => by
    have hm := (measurePreserving_eval g k).map_eq
    have h := variance_map (μ := Measure.pi g) (X := (id : ℝ → ℝ))
      (Y := Function.eval k) aemeasurable_id (measurable_pi_apply k).aemeasurable
    rw [hm] at h
    exact h.symm
  refine ⟨fun k => ?_, fun i j hij => ?_, fun t => ?_, fun p => ?_⟩
  · rw [hZ]
    have h : MemLp (id : ℝ → ℝ) 2 (g k) := by
      exact_mod_cast memLp_id_gaussianReal (2 : ℝ≥0)
    exact h.comp_measurePreserving (measurePreserving_eval g k)
  · beta_reduce
    rw [hZ i, hZ j]
    exact (iIndepFun_pi (μ := g) (X := fun _ => (id : ℝ → ℝ))
      fun _ => aemeasurable_id).indepFun hij
  · exact (hvar (Sum.inl t)).trans variance_id_gaussianReal
  · exact (hvar (Sum.inr p)).trans variance_id_gaussianReal
```

## (b) Variance of the twist average

**Task.** For \(T,n\ge1\), show that

\[
\operatorname{Var}\hat E=\frac{v+s/n}{T}.
\]

**Solution.** Each \(E_t\) enters \(\hat E\) with weight \(1/T\), and each \(\xi_{t,i}\) with weight \(1/(Tn)\). Pairwise independence removes all covariances, so

\[
\operatorname{Var}\hat E=T\,\frac{v}{T^2}+Tn\,\frac{s}{T^2n^2}=\frac vT+\frac{s}{Tn}.
\]

The weights are `w` in Lean, `hsum` rewrites the estimator as the weighted sum, and `hadd` adds the variances.

```lean
/-- With `T ≥ 1` twists and `n ≥ 1` samples at each, the twist-averaged energy has variance
`(v + s/n)/T`. -/
theorem variance_twistEstimator {μ : Measure Ω} [IsProbabilityMeasure μ]
    {E : Fin T → Ω → ℝ} {ξ : Fin T × Fin n → Ω → ℝ} {v s : ℝ}
    (h : IsTwistSampling μ E ξ v s) (hT : 0 < T) (hn : 0 < n) :
    variance (twistEstimator E ξ) μ = (v + s / n) / T := by
  have hT' : (T : ℝ) ≠ 0 := by positivity
  have hn' : (n : ℝ) ≠ 0 := by positivity
  -- the estimator is a weighted sum of pairwise independent variables
  let w : Fin T ⊕ Fin T × Fin n → ℝ :=
    Sum.elim (fun _ => 1 / (T : ℝ)) (fun _ => 1 / ((T : ℝ) * n))
  have hsum : twistEstimator E ξ = ∑ k, fun ω => w k * Sum.elim E ξ k ω := by
    funext ω
    simp only [twistEstimator, Finset.sum_apply, Fintype.sum_sum_type,
      Sum.elim_inl, Sum.elim_inr, Fintype.sum_prod_type, w, Finset.sum_add_distrib,
      ← Finset.mul_sum, ← Finset.sum_div]
    ring
  have hadd := IndepFun.variance_sum (μ := μ) (s := Finset.univ)
    (X := fun k ω => w k * Sum.elim E ξ k ω)
    (fun k _ => (h.memLp k).const_mul (w k))
    (fun i _ j _ hij => (h.indep hij).comp
      (measurable_const_mul (w i)) (measurable_const_mul (w j)))
  rw [hsum, hadd]
  simp only [variance_const_mul, Fintype.sum_sum_type, Sum.elim_inl, Sum.elim_inr, w,
    h.var_twist, h.var_noise, Finset.sum_const, Finset.card_univ, Fintype.card_prod,
    Fintype.card_fin, nsmul_eq_mul, Nat.cast_mul]
  field_simp
```

## (c) Completing the square

**Task.** Let \(F(n)=(v+s/n)(c+n)\), which is `scaledVariance`, and \(n_*=\sqrt{sc/v}\), which is `optimalLength`. For \(v,s,c>0\) and real \(n>0\), show that

\[
F(n)=\big(\sqrt{vc}+\sqrt s\big)^2+\frac{v(n-n_*)^2}{n}.
\]

**Solution.** Expand and use \(sc=vn_*^2\):

\[
F(n)=vc+s+vn+\frac{vn_*^2}{n}=vc+s+2vn_*+\frac{v(n-n_*)^2}{n}.
\]

Since \(vn_*=\sqrt{vsc}=\sqrt{vc}\,\sqrt s\), the first three terms form the stated square.

The Lean proof calls the root `r`. Its relation \(vr^2=sc\) is `hr`, the cross term is `hab`, and `linear_combination` does the expansion.

```lean
/-- For `v, s, c, n > 0` the scaled variance exceeds `(√(vc) + √s)²` by exactly
`v (n - n*)² / n`, where `n* = √(s c / v)`. -/
theorem scaledVariance_eq {v s c n : ℝ} (hv : 0 < v) (hs : 0 < s) (hc : 0 < c)
    (hn : 0 < n) :
    scaledVariance v s c n
      = (√(v * c) + √s) ^ 2 + v * (n - optimalLength v s c) ^ 2 / n := by
  unfold scaledVariance optimalLength
  have hr : v * √(s * c / v) ^ 2 = s * c := by
    rw [Real.sq_sqrt (by positivity), mul_div_cancel₀ _ hv.ne']
  have hr0 : 0 ≤ √(s * c / v) := Real.sqrt_nonneg _
  generalize √(s * c / v) = r at hr hr0 ⊢
  have ha : √(v * c) ^ 2 = v * c := Real.sq_sqrt (by positivity)
  have hb : √s ^ 2 = s := Real.sq_sqrt hs.le
  -- the cross term of the square is `v n*`
  have hab : √(v * c) * √s = v * r := by
    rw [← Real.sqrt_mul (by positivity),
      show v * c * s = (v * r) ^ 2 by linear_combination -v * hr,
      Real.sqrt_sq (by positivity)]
  have hi : n * n⁻¹ = 1 := mul_inv_cancel₀ hn.ne'
  linear_combination (s - v * n + 2 * v * r) * hi - n⁻¹ * hr - ha - hb - 2 * hab
```

## (d) The unique minimum over real run lengths

**Task.** For \(v,s,c>0\), show that \(n_*>0\) and

\[
F(n_*)=\big(\sqrt{vc}+\sqrt s\big)^2<F(n)\qquad(n>0,\ n\ne n_*).
\]

**Solution.** The root of a positive number is positive. In (c) the remainder \(v(n-n_*)^2/n\) vanishes at \(n=n_*\) and is positive at every other \(n>0\). Lean substitutes the identity in both cases and checks the sign.

```lean
/-- For `v, s, c > 0` the scaled variance over real `n > 0` has the minimum
`(√(vc) + √s)²`, attained at `n = √(s c / v)` and nowhere else. -/
theorem scaledVariance_unique_min {v s c : ℝ} (hv : 0 < v) (hs : 0 < s) (hc : 0 < c) :
    0 < optimalLength v s c ∧
    scaledVariance v s c (optimalLength v s c) = (√(v * c) + √s) ^ 2 ∧
    ∀ n, 0 < n → n ≠ optimalLength v s c →
      (√(v * c) + √s) ^ 2 < scaledVariance v s c n := by
  have h0 : 0 < optimalLength v s c := Real.sqrt_pos.2 (by positivity)
  refine ⟨h0, ?_, fun n hn hne => ?_⟩
  · rw [scaledVariance_eq hv hs hc h0]
    simp
  · rw [scaledVariance_eq hv hs hc hn]
    have h1 : 0 < (n - optimalLength v s c) ^ 2 :=
      sq_pos_of_ne_zero (sub_ne_zero.2 hne)
    have h2 : 0 < v * (n - optimalLength v s c) ^ 2 / n := by positivity
    linarith
```

## (e) The bound for the simulation

**Task.** With costs counted in samples, the run costs \(T(c+n)\). For \(T,n\ge1\) and \(v,s,c>0\), show that

\[
T(c+n)\operatorname{Var}\hat E\ \ge\ \big(\sqrt{vc}+\sqrt s\big)^2,
\]

with equality exactly when \(n=n_*\).

**Solution.** By (b) the factor \(T\) cancels and the left side is \(F(n)\), which is `key` in the proof. Part (d) gives the rest. At fixed total cost \(C=T(c+n)\) the variance is therefore \(F(n)/C\). Here \(n\) is a whole number, so equality is out of reach when \(n_*\) is not.

```lean
/-- For `v, s, c > 0`, `T ≥ 1` twists and `n ≥ 1` samples at each, total cost times variance
of the twist-averaged energy is at least `(√(vc) + √s)²`, with equality exactly when
`n = √(s c / v)`. -/
theorem cost_mul_variance_bound {μ : Measure Ω} [IsProbabilityMeasure μ]
    {E : Fin T → Ω → ℝ} {ξ : Fin T × Fin n → Ω → ℝ} {v s c : ℝ}
    (h : IsTwistSampling μ E ξ v s) (hT : 0 < T) (hn : 0 < n)
    (hv : 0 < v) (hs : 0 < s) (hc : 0 < c) :
    (√(v * c) + √s) ^ 2 ≤ T * (c + n) * variance (twistEstimator E ξ) μ ∧
    (T * (c + n) * variance (twistEstimator E ξ) μ = (√(v * c) + √s) ^ 2 ↔
      (n : ℝ) = optimalLength v s c) := by
  have hT' : (T : ℝ) ≠ 0 := by positivity
  have hn' : (0 : ℝ) < n := by positivity
  -- the number of twists drops out of cost times variance
  have key : T * (c + n) * variance (twistEstimator E ξ) μ = scaledVariance v s c n := by
    rw [variance_twistEstimator h hT hn, scaledVariance]
    linear_combination (c + n) * (v + s / n) * mul_inv_cancel₀ hT'
  obtain ⟨-, hmin, hlt⟩ := scaledVariance_unique_min hv hs hc
  rw [key]
  by_cases he : (n : ℝ) = optimalLength v s c
  · rw [he, hmin]
    simp
  · have := hlt n hn' he
    exact ⟨this.le, fun h' => absurd h' this.ne', fun h' => absurd h' he⟩
```

## (f) Comparing two run lengths

**Task.** For real \(x,y>0\), show that

\[
F(x)\le F(y)\iff (y-x)(vxy-sc)\ge0 .
\]

**Solution.** Subtracting the expanded forms gives

\[
F(y)-F(x)=v(y-x)+sc\Big(\frac1y-\frac1x\Big)=\frac{(y-x)(vxy-sc)}{xy},
\]

and \(xy>0\). No signs of \(v,s,c\) are needed. Lean clears the denominators with `hF` and then compares signs.

```lean
/-- For run lengths `x, y > 0`, the scaled variance at `x` is at most that at `y` exactly when
`(y - x)(v x y - s c) ≥ 0`. -/
theorem scaledVariance_le_iff {v s c x y : ℝ} (hx : 0 < x) (hy : 0 < y) :
    scaledVariance v s c x ≤ scaledVariance v s c y ↔
      0 ≤ (y - x) * (v * x * y - s * c) := by
  have hF : ∀ z : ℝ, 0 < z → scaledVariance v s c z * z = (v * z + s) * (c + z) := by
    intro z hz
    unfold scaledVariance
    linear_combination s * (c + z) * mul_inv_cancel₀ hz.ne'
  have key : (y - x) * (v * x * y - s * c)
      = (scaledVariance v s c y - scaledVariance v s c x) * (x * y) := by
    linear_combination y * hF x hx - x * hF y hy
  rw [key, mul_nonneg_iff_of_pos_right (mul_pos hx hy), sub_nonneg]
```

## (g) Whole numbers of samples

**Task.** For \(v,s,c>0\), show that a whole number \(m\ge1\) minimises \(F\) among the positive whole numbers exactly when

\[
v\,m(m-1)\le sc\le v\,m(m+1).
\]

**Solution.** If \(m\) is optimal, comparing it with \(m+1\) by (f) gives the upper bound on \(sc\). Comparing it with \(m-1\) gives the lower one when \(m\ge2\); for \(m=1\) the lower bound reads \(0\le sc\).

Conversely, assume both bounds and let \(k\ge1\) be another whole number. If \(k\ge m+1\), then \(vmk\ge vm(m+1)\ge sc\), and both factors in (f) are non-negative. If \(k\le m-1\), then \(vmk\le vm(m-1)\le sc\), and both are non-positive. Either way \(F(m)\le F(k)\). The Lean proof makes the same case split with `lt_trichotomy`.

**Smallest case.** One sample per twist is optimal exactly when \(sc\le2v\). For \(v=s=1\) this is the threshold \(c=2\) found at the start.

**Numbers.** Let \(v=1\), \(s=2\), \(c=10\). Then \(n_*=\sqrt{20}\approx4.47\) and the real minimum is \(12+2\sqrt{20}\approx20.94\). Since \(sc=20=4\cdot5\), both \(m=4\) and \(m=5\) satisfy the condition, and indeed \(F(4)=1.5\cdot14=21\) and \(F(5)=1.4\cdot15=21\).

```lean
/-- For `v, s, c > 0`, a whole number `m ≥ 1` of samples per twist is optimal among all
positive whole numbers exactly when `v m (m - 1) ≤ s c ≤ v m (m + 1)`. -/
theorem integer_optimal_iff {v s c : ℝ} (hv : 0 < v) (hs : 0 < s) (hc : 0 < c)
    {m : ℕ} (hm : 0 < m) :
    (∀ k : ℕ, 0 < k → scaledVariance v s c m ≤ scaledVariance v s c k) ↔
      v * (m * (m - 1)) ≤ s * c ∧ s * c ≤ v * (m * (m + 1)) := by
  have hm' : (0 : ℝ) < m := by positivity
  constructor
  · -- compare with the two neighbouring lengths
    intro h
    constructor
    · obtain ⟨j, rfl⟩ : ∃ j, m = j + 1 := ⟨m - 1, by omega⟩
      rcases Nat.eq_zero_or_pos j with rfl | hj
      · have := mul_pos hs hc
        norm_num
        exact this.le
      · have h1 := (scaledVariance_le_iff hm' (by positivity)).1 (h j hj)
        push_cast at h1 ⊢
        linarith
    · have h1 := (scaledVariance_le_iff hm' (by positivity)).1 (h (m + 1) (by omega))
      push_cast at h1
      linarith
  · rintro ⟨hlo, hhi⟩ k hk
    rw [scaledVariance_le_iff hm' (by positivity)]
    have hvm := (mul_pos hv hm').le
    rcases lt_trichotomy k m with hkm | rfl | hkm
    · have h1 : (k : ℝ) + 1 ≤ m := by exact_mod_cast hkm
      have h2 := mul_nonneg hvm (sub_nonneg.2 h1)
      exact mul_nonneg_of_nonpos_of_nonpos (by linarith) (by linarith)
    · simp
    · have h1 : (m : ℝ) + 1 ≤ k := by exact_mod_cast hkm
      have h2 := mul_nonneg hvm (sub_nonneg.2 h1)
      exact mul_nonneg (by linarith) (by linarith)

end

end TwistAveragingCost
```

```lean
#print axioms TwistAveragingCost.cost_mul_variance_bound
#print axioms TwistAveragingCost.integer_optimal_iff
```

```
'TwistAveragingCost.cost_mul_variance_bound' depends on axioms: [propext, Classical.choice, Quot.sound]
'TwistAveragingCost.integer_optimal_iff' depends on axioms: [propext, Classical.choice, Quot.sound]
```
